# Monomer patterns of least period d on an n-site ring, with d dividing n, are as many as infinite sequences of least period d

Each site of a ring with n sites, n nonzero, carries one of k kinds of monomer, and walking round the ring from site 0 reads off an infinite sequence. The lemma `card_period` states that, when d divides n, the ring patterns whose sequence has least period d under a one-site shift are equal in number to all infinite sequences over the k kinds with least period d. The sites are labelled, so patterns that differ by a rotation are counted separately, and no energies or interactions enter. The proof shows that reading off the sequence is a bijection: different patterns give different sequences, and any sequence of least period d repeats after n steps and so closes up on the ring.

The first attempt, which Lean rejects:

```lean
import Mathlib

open Function

namespace AperiodicRingPatterns

/-- The infinite sequence of monomers read off by walking around the ring from site `0`. -/
def unroll {n k : ℕ} (c : ZMod n → Fin k) : ℕ → Fin k := fun i => c (i : ZMod n)

/-- The sequence read from one site further on. -/
def shift {k : ℕ} (f : ℕ → Fin k) : ℕ → Fin k := fun i => f (i + 1)

lemma shift_iterate {k : ℕ} (m : ℕ) (f : ℕ → Fin k) (i : ℕ) :
    shift^[m] f i = f (i + m) := by
  induction m generalizing f with
  | zero => rfl
  | succ m ih =>
    rw [Function.iterate_succ_apply, ih]
    rfl

lemma unroll_injective {n k : ℕ} [NeZero n] :
    Injective (unroll : (ZMod n → Fin k) → ℕ → Fin k) := by
  intro c c' h
  funext x
  have h1 := congrFun h x.val
  simpa [unroll] using h1

lemma card_period {n d : ℕ} (k : ℕ) [NeZero n] (hd : d ∣ n) :
    Nat.card {c : ZMod n → Fin k // minimalPeriod shift (unroll c) = d} =
      Nat.card {f : ℕ → Fin k // minimalPeriod shift f = d} := by
  refine Nat.card_congr (Equiv.ofBijective (fun c => ⟨unroll c.1, c.2⟩) ⟨?_, ?_⟩)
  · intro c c' h
    exact Subtype.ext (unroll_injective (congrArg Subtype.val h))
  · rintro ⟨f, hf⟩
    -- a sequence of period n closes up to an n-ring
    have h1 : shift^[n] f = f :=
      (isPeriodicPt_minimalPeriod shift f).trans_dvd (by rw [hf]; exact hd)
    have h2 : Function.Periodic f n := fun j => by rw [← shift_iterate, h1]
    have h3 : unroll (fun x : ZMod n => f x.val) = f := by
      funext i
      change f ((i : ZMod n).val) = f i
      rw [ZMod.val_natCast]
      exact h2.map_mod_nat i
    exact ⟨⟨fun x => f x.val, by rw [h3]; exact hf⟩, Subtype.ext h3⟩

end AperiodicRingPatterns
```

The compiler's answer:

```
Main.lean:38:55: error: Invalid rewrite argument: The pattern to be substituted is a metavariable (`?f (?i + ?m)`) in this equality
  ?f (?i + ?m) = shift^[?m] ?f ?i
```

Cause. The error lies in the proof of `h2`, that `f` repeats after `n` steps. The lemma `shift_iterate` says that `shift^[m] f i = f (i + m)`. Used backwards in `rw`, it makes the right-hand side the pattern to search for, and with no arguments supplied that pattern is `?f (?i + ?m)`. The function being applied is itself an unknown, so the pattern has no fixed head symbol by which `rw` could look for it, and Lean rejects the rewrite.

The repair gives the arguments explicitly and replaces the rewriting with a chain of two equalities. `(shift_iterate n f j).symm` states that `f (j + n) = shift^[n] f j`, and `congrFun h1 j` applies the equality of sequences `h1` at site `j` to give `shift^[n] f j = f j`. Joined by `.trans`, they give `f (j + n) = f j`, which is what `Function.Periodic f n` requires at `j`, and no pattern has to be found.

The repair, with which the file compiles:

```diff
@@ -36,5 +36,6 @@
     have h1 : shift^[n] f = f :=
       (isPeriodicPt_minimalPeriod shift f).trans_dvd (by rw [hf]; exact hd)
-    have h2 : Function.Periodic f n := fun j => by rw [← shift_iterate, h1]
+    have h2 : Function.Periodic f n := fun j =>
+      (shift_iterate n f j).symm.trans (congrFun h1 j)
     have h3 : unroll (fun x : ZMod n => f x.val) = f := by
       funext i
```
